# The cyclic overlap product of bosonic coherent states has a phase of twice the signed area in the label plane

To compute a discrete Berry phase, one multiplies the overlaps of neighbouring states around a closed loop and takes the argument of the product. For coherent states of a single bosonic mode, this step can be checked against plane geometry. With labels a_j, j running over the integers modulo N, and N ≥ 1,

∏ ⟨a_j|a_(j+1)⟩ = exp(−½ Σ |a_j − a_(j+1)|² + 2iA),

where A is the signed area of the polygon in the complex label plane, positive for a simple polygon traversed counterclockwise. The factor 2 belongs to this plane. For an oscillator of mass m and angular frequency ω, the label is a = (√(mω/ħ) q + i p/√(mωħ))/√2, with q and p the mean position and momentum of the state, and 2A is the signed area in the (q, p) plane divided by ħ. The argument returns 2A only modulo 2π, and a convention that defines the Berry phase as minus the argument gives −2A.

The main theorem, `overlapProduct_eq`, has one hypothesis, N ≠ 0, supplied as an instance argument. The other conditions sit in the definitions: the weights of the number states, the completeness of the sum over them, and the closure of the loop.

## Factorial weights keep the state in Hilbert space

A coherent state with label a has the amplitude

c_n(a) = exp(−|a|²/2) aⁿ / √(n!)

on the number state n. Its squared moduli form a Poisson distribution of the occupation number:

Σ |c_n(a)|² = exp(−|a|²) Σ |a|²ⁿ/n! = exp(−|a|²) exp(|a|²) = 1.

Without the factor 1/√(n!), the label a = 1 would give the same amplitude on every number state, and the sum of squares would diverge.

In Lean, `amplitude` is this sequence, and `memℓp_amplitude` proves that it is square-summable for every complex a. The proof rewrites the squared moduli as a constant times the terms |a|²ⁿ/n!, whose summability Mathlib supplies.

```lean
import Mathlib

open scoped InnerProductSpace ComplexConjugate Topology
open Filter

namespace CoherentStatePolygon

noncomputable section

/-- The amplitude of the coherent state with label `a` on the number state `n`. -/
def amplitude (a : ℂ) (n : ℕ) : ℂ :=
  ((Real.exp (-‖a‖ ^ 2 / 2) : ℝ) : ℂ) * a ^ n / ((Real.sqrt (n.factorial : ℝ) : ℝ) : ℂ)

/-- The number-state amplitudes of a coherent state are square-summable. -/
theorem memℓp_amplitude (a : ℂ) : Memℓp (amplitude a) 2 := by
  apply memℓp_gen
  have h := (Real.summable_pow_div_factorial (‖a‖ ^ 2)).mul_left
    (Real.exp (-‖a‖ ^ 2 / 2) ^ 2)
  have h2 : (2 : ENNReal).toReal = ((2 : ℕ) : ℝ) := by norm_num
  refine (summable_congr fun n => ?_).mpr h
  -- the squared moduli are the terms of an exponential series
  rw [h2, Real.rpow_natCast, amplitude, norm_div, norm_mul, norm_pow, Complex.norm_real,
    Complex.norm_real, Real.norm_of_nonneg (Real.exp_pos _).le,
    Real.norm_of_nonneg (Real.sqrt_nonneg _), div_pow, Real.sq_sqrt (Nat.cast_nonneg _)]
  ring
```

With that proof attached, the sequence becomes a vector of `lp (fun _ : ℕ => ℂ) 2`, the Hilbert space ℓ² over the number states.

```lean
/-- The coherent state with label `a`, as a vector of the Hilbert space of
square-summable sequences. -/
def coherentState (a : ℂ) : lp (fun _ : ℕ => ℂ) 2 :=
  ⟨amplitude a, memℓp_amplitude a⟩
```

## The overlap runs over every number state

The mode has no highest occupation number, so the inner product is an infinite sum. With the bra conjugated, as in Mathlib,

⟨a|b⟩ = Σ conj(c_n(a)) c_n(b)
= exp(−|a|²/2 − |b|²/2) Σ (conj(a) b)ⁿ/n!
= exp(−|a|²/2 − |b|²/2 + conj(a) b).

Setting b = a gives 1, the normalisation again.

A truncated basis in general breaks the exact formula, which is recovered as the basis grows. Take the triangle 0, 1, i, for which A = ½ and the squared sides add up to 4, so that the full product is exp(−2 + i). If only n = 0 is kept, without renormalising, the three overlaps are exp(−½), exp(−1) and exp(−½). Their product is exp(−2): the modulus happens to be right, but the phase is gone.

The proof of `overlap_eq_exp` follows the same lines. `hs` is the exponential series at conj(a) b, `ht` rewrites each term of the inner product, and `lp.inner_eq_tsum` turns the Hilbert-space inner product into the sum.

```lean
/-- The overlap of two coherent states, summed over all number states. -/
theorem overlap_eq_exp (a b : ℂ) :
    ⟪coherentState a, coherentState b⟫_ℂ =
      Complex.exp (((-‖a‖ ^ 2 / 2 : ℝ) : ℂ) + ((-‖b‖ ^ 2 / 2 : ℝ) : ℂ) + conj a * b) := by
  have hs : HasSum (fun n : ℕ => (conj a * b) ^ n / (n.factorial : ℂ))
      (Complex.exp (conj a * b)) := by
    rw [Complex.exp_eq_exp_ℂ]
    exact NormedSpace.expSeries_div_hasSum_exp (conj a * b)
  have ht : ∀ n : ℕ, ⟪amplitude a n, amplitude b n⟫_ℂ =
      (((Real.exp (-‖a‖ ^ 2 / 2) : ℝ) : ℂ) * ((Real.exp (-‖b‖ ^ 2 / 2) : ℝ) : ℂ)) *
        ((conj a * b) ^ n / (n.factorial : ℂ)) := by
    intro n
    have hsq : ((Real.sqrt (n.factorial : ℝ) : ℝ) : ℂ) *
        ((Real.sqrt (n.factorial : ℝ) : ℝ) : ℂ) = (n.factorial : ℂ) := by
      rw [← Complex.ofReal_mul, Real.mul_self_sqrt (Nat.cast_nonneg _),
        Complex.ofReal_natCast]
    simp only [RCLike.inner_apply, amplitude, map_div₀, map_mul, map_pow,
      Complex.conj_ofReal]
    rw [← hsq, mul_pow]
    ring
  rw [lp.inner_eq_tsum]
  refine (tsum_congr ht).trans ?_
  rw [(hs.mul_left _).tsum_eq, Complex.ofReal_exp, Complex.ofReal_exp,
    ← Complex.exp_add, ← Complex.exp_add]
```

To separate modulus and phase, expand the squared distance:

|a − b|² = |a|² + |b|² − 2 Re(conj(a) b).

The exponent is therefore −|a − b|²/2 + i Im(conj(a) b). Lean compares the real and imaginary parts of the two exponents with `Complex.ext`, and `ring` closes both.

```lean
/-- The overlap of two coherent states is a Gaussian in the distance of their labels
times a phase factor with angle `Im (conj a * b)`. -/
theorem overlap_eq_gaussian_phase (a b : ℂ) :
    ⟪coherentState a, coherentState b⟫_ℂ =
      Complex.exp (((-‖a - b‖ ^ 2 / 2 : ℝ) : ℂ) + ((conj a * b).im : ℂ) * Complex.I) := by
  rw [overlap_eq_exp]
  congr 1
  apply Complex.ext <;>
    simp only [Complex.sq_norm, Complex.normSq_apply, Complex.add_re, Complex.add_im,
      Complex.sub_re, Complex.sub_im, Complex.mul_re, Complex.mul_im, Complex.ofReal_re,
      Complex.ofReal_im, Complex.conj_re, Complex.conj_im, Complex.I_re, Complex.I_im] <;>
    ring
```

## Closure turns the phases into an area

Write a_j = x_j + i y_j. The phase of one overlap is

Im(conj(a_j) a_(j+1)) = x_j y_(j+1) − x_(j+1) y_j,

which is twice the signed area of the triangle 0, a_j, a_(j+1). It depends on where the origin lies. Summed around a closed loop, these terms give the shoelace formula

2A = Σ (x_j y_(j+1) − x_(j+1) y_j).

Closure also removes the gauge freedom: an arbitrary phase attached to the state at vertex j enters once through a ket and once, conjugated, through a bra. This cancellation is shown by hand only and is not proved in Lean here.

An open chain shows what closure is for. The single overlap from 0 to 1 has phase 0. Displace both labels by i, and the overlap from i to 1 + i has phase Im(−i(1 + i)) = −1, although the segment has only been translated. Adding the return overlap cancels the phase in both cases.

In Lean, closure is the index type `ZMod N`, where j + 1 wraps around after the last vertex. The hypothesis `[NeZero N]` says that there is at least one vertex. It is needed because `ZMod 0` is the set of all integers, over which there is no finite product. One vertex is allowed and gives the product 1; two vertices give A = 0 and the positive number exp(−|a_0 − a_1|²).

`signedArea` is defined from real coordinates alone, without reference to overlaps, so its link to the phase has to be proved.

```lean
/-- The signed area of the closed polygon with vertices `a j` in the complex plane,
by the shoelace formula. -/
def signedArea {N : ℕ} [NeZero N] (a : ZMod N → ℂ) : ℝ :=
  (1 / 2) * ∑ j, ((a j).re * (a (j + 1)).im - (a (j + 1)).re * (a j).im)

/-- The cyclic product of the overlaps of neighbouring coherent states around the polygon. -/
def overlapProduct {N : ℕ} [NeZero N] (a : ZMod N → ℂ) : ℂ :=
  ∏ j, ⟪coherentState (a j), coherentState (a (j + 1))⟫_ℂ

/-- The phase angles of the successive overlaps add up to twice the signed area. -/
theorem sum_im_eq_two_signedArea {N : ℕ} [NeZero N] (a : ZMod N → ℂ) :
    ∑ j, (conj (a j) * a (j + 1)).im = 2 * signedArea a := by
  rw [signedArea, ← mul_assoc, show (2 : ℝ) * (1 / 2) = 1 by norm_num, one_mul]
  refine Finset.sum_congr rfl fun j _ => ?_
  simp only [Complex.mul_im, Complex.conj_re, Complex.conj_im]
  ring
```

The main theorem inserts the Gaussian form into each factor, turns the product of exponentials into the exponential of a sum with `Complex.exp_sum`, and replaces the summed phases by 2A. The vertices are arbitrary: they may coincide, and the sides may cross, in which case A counts regions with sign and multiplicity.

```lean
/-- The cyclic overlap product of coherent states has a modulus fixed by the squared side
lengths of the polygon and a phase equal to twice its signed area. -/
theorem overlapProduct_eq {N : ℕ} [NeZero N] (a : ZMod N → ℂ) :
    overlapProduct a =
      Complex.exp (((-(1 / 2) * ∑ j, ‖a j - a (j + 1)‖ ^ 2 : ℝ) : ℂ) +
        ((2 * signedArea a : ℝ) : ℂ) * Complex.I) := by
  have h1 : ∑ j, (-‖a j - a (j + 1)‖ ^ 2 / 2) =
      -(1 / 2) * ∑ j, ‖a j - a (j + 1)‖ ^ 2 := by
    rw [Finset.mul_sum]
    exact Finset.sum_congr rfl fun _ _ => by ring
  simp only [overlapProduct, overlap_eq_gaussian_phase]
  -- a product of exponentials is the exponential of the sum
  rw [← Complex.exp_sum, Finset.sum_add_distrib, ← Finset.sum_mul, ← Complex.ofReal_sum,
    ← Complex.ofReal_sum, h1, sum_im_eq_two_signedArea]
```

Displacing every label by c = u + iv adds

v(x_j − x_(j+1)) + u(y_(j+1) − y_j)

to the j-th shoelace term. Both contributions sum to zero around the loop. In the proof, `key` is this expansion, and `hre` and `him` state that shifting the index by one leaves a cyclic sum unchanged.

```lean
/-- The signed area does not change when all vertices are displaced by the same `c`. -/
theorem signedArea_displace {N : ℕ} [NeZero N] (a : ZMod N → ℂ) (c : ℂ) :
    signedArea (fun j => a j + c) = signedArea a := by
  have hre : ∑ j, (a (j + 1)).re = ∑ j, (a j).re :=
    Equiv.sum_comp (Equiv.addRight (1 : ZMod N)) fun j => (a j).re
  have him : ∑ j, (a (j + 1)).im = ∑ j, (a j).im :=
    Equiv.sum_comp (Equiv.addRight (1 : ZMod N)) fun j => (a j).im
  have key : ∑ j, ((a j + c).re * (a (j + 1) + c).im - (a (j + 1) + c).re * (a j + c).im) =
      ∑ j, ((a j).re * (a (j + 1)).im - (a (j + 1)).re * (a j).im) +
        ∑ j, c.im * ((a j).re - (a (j + 1)).re) +
        ∑ j, c.re * ((a (j + 1)).im - (a j).im) := by
    rw [← Finset.sum_add_distrib, ← Finset.sum_add_distrib]
    refine Finset.sum_congr rfl fun j _ => ?_
    simp only [Complex.add_re, Complex.add_im]
    ring
  -- the terms linear in `c` telescope around the closed loop
  have z1 : ∑ j, ((a j).re - (a (j + 1)).re) = 0 := by
    rw [Finset.sum_sub_distrib, hre, sub_self]
  have z2 : ∑ j, ((a (j + 1)).im - (a j).im) = 0 := by
    rw [Finset.sum_sub_distrib, him, sub_self]
  rw [← Finset.mul_sum, ← Finset.mul_sum, z1, z2, mul_zero, mul_zero, add_zero,
    add_zero] at key
  simp only [signedArea]
  rw [key]
```

The side lengths are unchanged as well, so the whole product is invariant. The theorem concerns displaced labels; it doesn't construct displacement operators.

```lean
/-- The cyclic overlap product does not change when all coherent-state labels are displaced
by the same `c`. -/
theorem overlapProduct_displace {N : ℕ} [NeZero N] (a : ZMod N → ℂ) (c : ℂ) :
    overlapProduct (fun j => a j + c) = overlapProduct a := by
  rw [overlapProduct_eq, overlapProduct_eq, signedArea_displace]
  simp only [add_sub_add_right_eq_sub]
```

## The modulus tends to one when the sum of the squared sides tends to zero

The general formula has a Gaussian factor, which approaches 1 only when the sum of the squared side lengths tends to zero. Equally spaced vertices on a circle, taken in order, meet this condition as N grows. For

a_j = r exp(2πi j/N)

every vertex has |a_j|² = r², and every neighbouring pair has conj(a_j) a_(j+1) = r² exp(2πi/N). Each overlap is therefore exp(r²(exp(2πi/N) − 1)), and the product of N of them is

exp(N r² (exp(2πi/N) − 1)).

In Lean the vertices come from `ZMod.toCircle`, which sends j to the corresponding root of unity, and r may be any real number. In the proof, `hn` and `hc` are the two facts about the vertices, and `Finset.prod_const` multiplies the equal factors.

```lean
/-- The vertices `r * exp (2 π i j / N)` of a regular polygon centred at the origin. -/
def regularPolygon (N : ℕ) [NeZero N] (r : ℝ) (j : ZMod N) : ℂ :=
  (r : ℂ) * (ZMod.toCircle j : ℂ)

/-- The cyclic overlap product of coherent states on a regular polygon, in closed form. -/
theorem overlapProduct_regularPolygon (N : ℕ) [NeZero N] (r : ℝ) :
    overlapProduct (regularPolygon N r) =
      Complex.exp ((N : ℂ) *
        ((r : ℂ) ^ 2 * (Complex.exp (2 * Real.pi * Complex.I / N) - 1))) := by
  have h1 := ZMod.toCircle_intCast (N := N) 1
  simp only [Int.cast_one, mul_one] at h1
  have hn : ∀ j, ‖regularPolygon N r j‖ ^ 2 = r ^ 2 := fun j => by
    rw [regularPolygon, norm_mul, Circle.norm_coe, mul_one, Complex.norm_real,
      Real.norm_eq_abs, sq_abs]
  have hc : ∀ j, conj (regularPolygon N r j) * regularPolygon N r (j + 1) =
      (r : ℂ) ^ 2 * Complex.exp (2 * Real.pi * Complex.I / N) := fun j => by
    have hu : (ZMod.toCircle j : ℂ) * conj (ZMod.toCircle j : ℂ) = 1 := by
      rw [Complex.mul_conj, Complex.normSq_eq_norm_sq, Circle.norm_coe]
      norm_num
    rw [regularPolygon, regularPolygon, AddChar.map_add_eq_mul, Circle.coe_mul, h1, map_mul,
      Complex.conj_ofReal]
    linear_combination (r : ℂ) ^ 2 * Complex.exp (2 * Real.pi * Complex.I / N) * hu
  -- all sides of the polygon contribute the same factor
  simp only [overlapProduct, overlap_eq_exp, hn, hc]
  rw [Finset.prod_const, Finset.card_univ, ZMod.card, ← Complex.exp_nat_mul]
  congr 1
  push_cast
  ring
```

For the limit, put h = 1/N. Then

N(exp(2πi/N) − 1) = (exp(2πi h) − 1)/h → 2πi,

the derivative of exp(2πi h) at h = 0. The product tends to exp(2πi r²), a pure phase with angle twice the disc's area πr². For r = 1 this limit equals 1, so the argument alone can't tell the unit circle from a loop of zero area.

More vertices without shorter sides are not enough. Let N be even and let the labels alternate between r and −r, with r ≠ 0. All N sides have length 2|r|, and the product is exp(−2N r²), which tends to zero.

The Lean statement uses n + 1 vertices, so that every term of the sequence has a polygon. `hd` is the derivative at zero, `ht` says that 1/(n + 1) tends to zero without reaching it, and continuity of the exponential carries the limit to the product. The theorem treats circles centred at the origin; limits for other smooth loops are not stated.

```lean
/-- For the regular polygon with vertices `r * exp (2 π i j / (n + 1))`, taken in order, the cyclic
overlap product tends, as `n` grows, to a pure phase factor whose angle is twice the area `π r ^ 2`
of the disc. -/
theorem tendsto_overlapProduct_circle (r : ℝ) :
    Tendsto (fun n : ℕ => overlapProduct (regularPolygon (n + 1) r)) atTop
      (𝓝 (Complex.exp (((2 * (Real.pi * r ^ 2) : ℝ) : ℂ) * Complex.I))) := by
  have hd : HasDerivAt (fun z : ℂ => Complex.exp (2 * Real.pi * Complex.I * z))
      (2 * Real.pi * Complex.I) 0 := by
    have h := ((hasDerivAt_id (0 : ℂ)).const_mul (2 * Real.pi * Complex.I)).cexp
    simpa using h
  have ht : Tendsto (fun n : ℕ => 1 / ((n : ℂ) + 1)) atTop (𝓝[≠] 0) :=
    tendsto_nhdsWithin_iff.mpr ⟨tendsto_one_div_add_atTop_nhds_zero_nat (𝕜 := ℂ),
      Eventually.of_forall fun n => one_div_ne_zero (Nat.cast_add_one_ne_zero n)⟩
  -- the exponent is a difference quotient of the exponential at zero
  have hlim := (hasDerivAt_iff_tendsto_slope_zero.mp hd).comp ht
  have key := (Complex.continuous_exp.tendsto _).comp (hlim.const_mul ((r : ℂ) ^ 2))
  have e : (r : ℂ) ^ 2 * (2 * Real.pi * Complex.I) =
      ((2 * (Real.pi * r ^ 2) : ℝ) : ℂ) * Complex.I := by
    push_cast
    ring
  rw [e] at key
  refine key.congr fun n => ?_
  rw [overlapProduct_regularPolygon]
  simp only [Function.comp_apply, zero_add, mul_zero, Complex.exp_zero, smul_eq_mul,
    div_eq_mul_inv, one_mul, inv_inv, Nat.cast_add, Nat.cast_one]
  congr 1
  ring

end

end CoherentStatePolygon
```

```lean
#print axioms CoherentStatePolygon.overlapProduct_eq
#print axioms CoherentStatePolygon.overlapProduct_displace
#print axioms CoherentStatePolygon.tendsto_overlapProduct_circle
```

```
'CoherentStatePolygon.overlapProduct_eq' depends on axioms: [propext, Classical.choice, Quot.sound]
'CoherentStatePolygon.overlapProduct_displace' depends on axioms: [propext, Classical.choice, Quot.sound]
'CoherentStatePolygon.tendsto_overlapProduct_circle' depends on axioms: [propext, Classical.choice, Quot.sound]
```

For a numerical Berry-phase routine, the formula supplies exact values at any finite N for this one-mode family of states, including the loss of modulus on a coarse loop.
